# With phonon energies and the polaron shift included, the Franck-Condon average of the tangent to 1/E at the bare repulsion U is 1/U

A doubly occupied virtual state with `n` phonons has energy E_n = U − 2Sw + nw, and its Franck-Condon weight is e^(−2S)(2S)^n/n!. The lemma `tangent_hasSum` says that for U > 0 the series of these weights times 2/U − E_n/U², the tangent to 1/E at E = U, converges to 1/U. The weights sum to one, and `w` and `S` may be any real numbers, though the weights are probabilities only for S ≥ 0. The attempt combines the sum of the weights with their mean phonon number, 2S, into a series `h`, and then uses `convert` to match `h` with the claim.

This version doesn't compile in Lean 4 with Mathlib:

```lean
import Mathlib

namespace TangentHasSum

noncomputable section

/-- Franck-Condon weight for creating `n` phonons from the vacuum by a displacement with
Huang-Rhys factor `a ≥ 0`. -/
def fcWeight (a : ℝ) (n : ℕ) : ℝ := Real.exp (-a) * a ^ n / (n.factorial : ℝ)

/-- Energy of the doubly occupied virtual state with `n` phonons of energy `w`: the bare
repulsion `U`, lowered by the polaron shift `2 S w`, plus the phonon energy. -/
def virtualEnergy (U w S : ℝ) (n : ℕ) : ℝ := U - 2 * S * w + n * w

/-- The Franck-Condon weights sum to one. -/
theorem fcWeight_hasSum (a : ℝ) : HasSum (fcWeight a) 1 := by
  have h := (Real.summable_pow_div_factorial a).hasSum
  have e : Real.exp a = ∑' n : ℕ, a ^ n / (n.factorial : ℝ) := by
    rw [Real.exp_eq_exp_ℝ, NormedSpace.exp_eq_tsum_div]
  rw [← e] at h
  have h2 := h.mul_left (Real.exp (-a))
  rw [← Real.exp_add, neg_add_cancel, Real.exp_zero] at h2
  have hf : fcWeight a = fun n : ℕ => Real.exp (-a) * (a ^ n / (n.factorial : ℝ)) := by
    funext n
    simp only [fcWeight]
    ring
  rw [hf]
  exact h2

/-- Recursion between the weights of neighbouring phonon numbers. -/
lemma fcWeight_succ (a : ℝ) (n : ℕ) :
    ((n + 1 : ℕ) : ℝ) * fcWeight a (n + 1) = a * fcWeight a n := by
  have h1 : ((n + 1 : ℕ) : ℝ) ≠ 0 := by positivity
  have h2 : (n.factorial : ℝ) ≠ 0 := by positivity
  unfold fcWeight
  rw [Nat.factorial_succ, Nat.cast_mul, mul_div_assoc', mul_div_assoc',
    div_eq_div_iff (mul_ne_zero h1 h2) h2]
  ring

/-- The mean phonon number equals the Huang-Rhys factor. -/
theorem fcWeight_mean (a : ℝ) : HasSum (fun n : ℕ => (n : ℝ) * fcWeight a n) a := by
  have h : HasSum (fun n : ℕ => ((n + 1 : ℕ) : ℝ) * fcWeight a (n + 1)) a := by
    have h0 := (fcWeight_hasSum a).mul_left a
    rw [mul_one] at h0
    simp only [fcWeight_succ]
    exact h0
  have h2 := (hasSum_nat_add_iff (f := fun n : ℕ => (n : ℝ) * fcWeight a n) 1).mp h
  simpa using h2

lemma tangent_hasSum {U : ℝ} (hU : 0 < U) (w S : ℝ) :
    HasSum (fun n : ℕ => fcWeight (2 * S) n * (2 / U - virtualEnergy U w S n / U ^ 2))
      (1 / U) := by
  have h := ((fcWeight_hasSum (2 * S)).mul_left (2 / U - (U - 2 * S * w) / U ^ 2)).sub
    ((fcWeight_mean (2 * S)).mul_left (w / U ^ 2))
  convert h using 1
  · funext n
    unfold virtualEnergy
    ring
  · field_simp
    ring

end

end TangentHasSum
```

Lean reports:

```
Main.lean:56:4: error: Tactic `apply` failed: could not unify the conclusion of `@funext`
  ?f = ?g
with the goal
  Real.instAddCommMonoid = Real.instAddCommGroup.toAddCommMonoid

Note: The full type of `@funext` is
  ∀ {α : Sort ?u.105} {β : α → Sort ?u.104} {f g : (x : α) → β x}, (∀ (x : α), f x = g x) → f = g

case e'_3
U : ℝ
hU : 0 < U
w S : ℝ
h :
  HasSum (fun b => (2 / U - (U - 2 * S * w) / U ^ 2) * fcWeight (2 * S) b - w / U ^ 2 * (↑b * fcWeight (2 * S) b))
    ((2 / U - (U - 2 * S * w) / U ^ 2) * 1 - w / U ^ 2 * (2 * S))
⊢ Real.instAddCommMonoid = Real.instAddCommGroup.toAddCommMonoid
Try this:
  [apply] ring_nf
  
  The `ring` tactic failed to close the goal. Use `ring_nf` to obtain a normal form.
    
  Note that `ring` works primarily in *commutative* rings. If you have a noncommutative ring, abelian group or module, consider using `noncomm_ring`, `abel` or `module` instead.
Main.lean:59:2: error: unsolved goals
case e'_5
U : ℝ
hU : 0 < U
w S : ℝ
h :
  HasSum (fun b => (2 / U - (U - 2 * S * w) / U ^ 2) * fcWeight (2 * S) b - w / U ^ 2 * (↑b * fcWeight (2 * S) b))
    ((2 / U - (U - 2 * S * w) / U ^ 2) * 1 - w / U ^ 2 * (2 * S))
⊢ (fun n => fcWeight (S * 2) n * U * U⁻¹ ^ 2 * 2 - fcWeight (S * 2) n * virtualEnergy U w S n * U⁻¹ ^ 2) = fun b =>
    S * U⁻¹ ^ 2 * fcWeight (S * 2) b * w * 2 + U * U⁻¹ ^ 2 * fcWeight (S * 2) b - U⁻¹ ^ 2 * fcWeight (S * 2) b * w * ↑b
Main.lean:52:17: error: unsolved goals
case e'_6
U : ℝ
hU : 0 < U
w S : ℝ
h :
  HasSum (fun b => (2 / U - (U - 2 * S * w) / U ^ 2) * fcWeight (2 * S) b - w / U ^ 2 * (↑b * fcWeight (2 * S) b))
    ((2 / U - (U - 2 * S * w) / U ^ 2) * 1 - w / U ^ 2 * (2 * S))
⊢ 1 / U = (2 / U - (U - 2 * S * w) / U ^ 2) * 1 - w / U ^ 2 * (2 * S)
```

After these edits no error is left:

```diff
@@ -48,4 +48,5 @@
   simpa using h2
 
+/-- For `U > 0`, the tangent of the inverse energy at `U` has Franck-Condon average `1/U`. -/
 lemma tangent_hasSum {U : ℝ} (hU : 0 < U) (w S : ℝ) :
     HasSum (fun n : ℕ => fcWeight (2 * S) n * (2 / U - virtualEnergy U w S n / U ^ 2))
@@ -53,10 +54,16 @@
   have h := ((fcWeight_hasSum (2 * S)).mul_left (2 / U - (U - 2 * S * w) / U ^ 2)).sub
     ((fcWeight_mean (2 * S)).mul_left (w / U ^ 2))
-  convert h using 1
-  · funext n
+  have hf : (fun n : ℕ => fcWeight (2 * S) n * (2 / U - virtualEnergy U w S n / U ^ 2))
+      = fun n : ℕ => (2 / U - (U - 2 * S * w) / U ^ 2) * fcWeight (2 * S) n
+        - w / U ^ 2 * ((n : ℝ) * fcWeight (2 * S) n) := by
+    funext n
     unfold virtualEnergy
     ring
-  · field_simp
-    ring
+  have e : U / U ^ 2 = 1 / U := by field_simp
+  have hv : (2 / U - (U - 2 * S * w) / U ^ 2) * 1 - w / U ^ 2 * (2 * S) = 1 / U := by
+    linear_combination (-1) * e
+  rw [hv] at h
+  rw [hf]
+  exact h
 
 end
```

Cause. The proof has two bullets, for the terms and the value of the series, but `convert h using 1` leaves three goals. The extra one, which comes first, asks that two `AddCommMonoid` structures on the reals be equal. The one in `h` comes through the additive group structure, which `HasSum.sub` uses.

So each bullet meets the wrong goal. `funext n` fails because the structures are not functions to be compared pointwise. `field_simp` and `ring`, meant for the value, get the equality of terms and can't close it with `virtualEnergy` still folded. The equality of values is left with no bullet, which is the last error.

The repair drops `convert` and proves the two intended equalities by name. `hf` rewrites the terms, with the same `funext`, `unfold` and `ring` as before. `hv` reduces the value to `1 / U`, using `e` for the one cancellation that needs U to be nonzero. After the rewrites `exact h` closes the goal, since Lean accepts the two structures as equal by definition. The added docstring is mere tidying.
